# The multiple-quantum second moment bounds the spin cluster size from below

In a simulated multiple-quantum experiment, the squared norms of the parts of the density operator with each coherence order form a spectrum. Divide its second moment by its total intensity and take the square root: the result is a lower bound on the cluster size, the largest number of spins that appear together in one product-operator term. For a nonzero Hermitian operator on finitely many spins 1/2, some term in any product-operator expansion then has at least that many non-identity factors.

## Coherence order counts net spin flips

Label a Zeeman state by $x$, with $x_i=0$ for spin $i$ up and $x_i=1$ for down. Its total magnetic quantum number is $m(x)=\sum_i(\tfrac12-x_i)$, in units of $\hbar$. The entry $\rho_{xy}$ has coherence order
$$q(x,y)=m(x)-m(y)=\sum_i (y_i-x_i).$$

A product operator has entries $P_{xy}=\prod_i A_i(x_i,y_i)$. Suppose $A_i=1$ outside a set $S$ with $|S|\le k$. If $P_{xy}\neq0$, then $x_i=y_i$ outside $S$, so
$$|q(x,y)|\le\sum_{i\in S}|y_i-x_i|\le|S|\le k.$$
Entries of order above $k$ in absolute value thus vanish in every such product, and in any linear combination $\rho$ of them.

Since the total z spin $F_z$ is diagonal, $[F_z,\rho]_{xy}=q(x,y)\rho_{xy}$. With $q(y,x)=-q(x,y)$ and $\rho_{yx}=\rho_{xy}^*$,
$$-\mathrm{tr}([F_z,\rho]^2)=-\sum_{x,y}q(x,y)\,q(y,x)\,\rho_{xy}\rho_{yx}=\sum_{x,y}q(x,y)^2|\rho_{xy}|^2 .$$
Grouping entries by order gives $\sum_q q^2I_q$, where $I_q$ is the sum of $|\rho_{xy}|^2$ over entries of order $q$. Every nonzero entry has $q(x,y)^2\le k^2$, and $\mathrm{tr}(\rho^2)=\sum_{x,y}|\rho_{xy}|^2$, hence
$$-\mathrm{tr}([F_z,\rho]^2)\le k^2\,\mathrm{tr}(\rho^2).$$

Equality occurs for $R_S+R_S^\dagger$, where $R_S$ raises every spin in $S$: all its nonzero entries have order $\pm|S|$. For empty $S$ it is twice the identity, and both sides are zero.

## Spins, product operators and coherences in Lean

The finite type `ι` labels the spins.

```lean
import Mathlib

open Matrix

namespace MultipleQuantumCluster

noncomputable section

variable {ι : Type*} [Fintype ι] [DecidableEq ι]

/-- Operators on a set `ι` of spins 1/2, as matrices in the Zeeman basis (0 is up, 1 is down). -/
abbrev SpinOp (ι : Type*) := Matrix (ι → Fin 2) (ι → Fin 2) ℂ
```

The one-spin factors are arbitrary complex matrices, so Pauli strings are included.

```lean
/-- The product operator with the one-spin factor `A i` on spin `i`. -/
def productOp (A : ι → Matrix (Fin 2) (Fin 2) ℂ) : SpinOp ι :=
  fun x y => ∏ i, A i (x i) (y i)
```

`AtMost` requires factors outside `S` to equal the identity exactly; a scalar multiple belongs in the coefficient. The cluster space is the complex span of the allowed products.

```lean
/-- At most `k` of the one-spin factors differ from the identity. -/
def AtMost (k : ℕ) (A : ι → Matrix (Fin 2) (Fin 2) ℂ) : Prop :=
  ∃ S : Finset ι, S.card ≤ k ∧ ∀ i, i ∉ S → A i = 1

/-- Linear combinations of product operators with at most `k` non-identity factors. -/
def clusterSpace (k : ℕ) : Submodule ℂ (SpinOp ι) :=
  Submodule.span ℂ {P | ∃ A, AtMost k A ∧ productOp A = P}
```

Cluster size therefore means the number of non-identity factors in a product, not spatial extent, statistical correlation or entanglement. Eight independent spins, all fully polarised along x, have no correlations, yet their density operator gives the lower bound $\sqrt{8/2}=2$. An equivalent model would expand $\rho$ in Pauli strings and bound the length of those with nonzero coefficients. It would give the same space and make the size directly readable from the coefficients.

The next definitions fix $F_z$, its commutator and the integer order.

```lean
/-- The total z spin: diagonal, each spin contributing 1/2 (up) or -1/2 (down). -/
def Fz : SpinOp ι := Matrix.diagonal fun x => ∑ i, (1 / 2 - ((x i : ℕ) : ℂ))

/-- The commutator of the total z spin with `ρ`. -/
def commFz (ρ : SpinOp ι) : SpinOp ι := Fz * ρ - ρ * Fz

/-- The coherence order of the entry `(x, y)`: total magnetic quantum number of `x` minus
that of `y`. -/
def order (x y : ι → Fin 2) : ℤ := ∑ i, (((y i : ℕ) : ℤ) - ((x i : ℕ) : ℤ))
```

`coherencePart` keeps the entries of one order, and `mqIntensity` is $I_q$.

```lean
/-- The part of `ρ` with coherence order `q`. -/
def coherencePart (q : ℤ) (ρ : SpinOp ι) : SpinOp ι :=
  fun x y => if order x y = q then ρ x y else 0

/-- The multiple-quantum intensity of order `q`: the squared norm of that part of `ρ`. -/
def mqIntensity (q : ℤ) (ρ : SpinOp ι) : ℝ := ∑ x, ∑ y, ‖coherencePart q ρ x y‖ ^ 2
```

## No coherence above the cluster size

These lemmas give the sign change under exchange, the restriction of the sum to $S$, and the bound by $|S|$.

```lean
omit [DecidableEq ι] in
/-- Exchanging the two states reverses the coherence order. -/
lemma order_swap (x y : ι → Fin 2) : order y x = -order x y := by
  unfold order
  rw [← Finset.sum_neg_distrib]
  exact Finset.sum_congr rfl fun i _ => by ring

omit [DecidableEq ι] in
/-- If two states agree outside `S`, only the spins in `S` contribute to the order. -/
lemma order_eq_sum {S : Finset ι} {x y : ι → Fin 2} (h : ∀ i, i ∉ S → x i = y i) :
    order x y = ∑ i ∈ S, (((y i : ℕ) : ℤ) - ((x i : ℕ) : ℤ)) :=
  (Finset.sum_subset (Finset.subset_univ S) fun i _ hi => by rw [h i hi, sub_self]).symm

omit [DecidableEq ι] in
/-- If two states agree outside `S`, their coherence order is at most the size of `S` in absolute
value. -/
lemma abs_order_le {S : Finset ι} {x y : ι → Fin 2} (h : ∀ i, i ∉ S → x i = y i) :
    |order x y| ≤ (S.card : ℤ) := by
  rw [order_eq_sum h]
  calc |∑ i ∈ S, (((y i : ℕ) : ℤ) - ((x i : ℕ) : ℤ))|
      ≤ ∑ i ∈ S, |((y i : ℕ) : ℤ) - ((x i : ℕ) : ℤ)| := Finset.abs_sum_le_sum_abs _ _
    _ ≤ ∑ _i ∈ S, (1 : ℤ) := Finset.sum_le_sum fun i _ => by
        have h1 := (x i).isLt
        have h2 := (y i).isLt
        rw [abs_le]
        constructor <;> omega
    _ = (S.card : ℤ) := by simp
```

Induction over the span carries the vanishing of an entry from single products to sums and multiples. For a single product, a differing spin outside `S` would put a zero factor into the entry.

```lean
omit [DecidableEq ι] in
/-- A combination of product operators with at most `k` non-identity factors has no
coherence of order above `k` in absolute value. -/
theorem coherencePart_eq_zero {k : ℕ} {ρ : SpinOp ι} (hρ : ρ ∈ clusterSpace k)
    {q : ℤ} (hq : (k : ℤ) < |q|) : coherencePart q ρ = 0 := by
  ext x y
  by_cases hxy : order x y = q
  · have hz : ρ x y = 0 := by
      unfold clusterSpace at hρ
      induction hρ using Submodule.span_induction with
      | mem P hP =>
        obtain ⟨A, ⟨S, hS, hA⟩, rfl⟩ := hP
        by_contra hne
        -- an identity factor is diagonal, so its spin is not flipped
        have hag : ∀ i, i ∉ S → x i = y i := by
          intro i hi
          by_contra hi'
          have h0 : ∏ j, A j (x j) (y j) = 0 :=
            Finset.prod_eq_zero (Finset.mem_univ i) (by rw [hA i hi, Matrix.one_apply_ne hi'])
          exact hne h0
        have hb := abs_order_le hag
        rw [hxy] at hb
        omega
      | zero => rfl
      | add a b _ _ ha hb => rw [Matrix.add_apply, ha, hb, add_zero]
      | smul c a _ ha => rw [Matrix.smul_apply, ha, smul_zero]
    simp [coherencePart, hz]
  · simp [coherencePart, hxy]
```

## The second moment as a weighted sum

The commutator is evaluated entrywise. Hermiticity then turns products of opposite entries into squared moduli.

```lean
/-- The commutator with the total z spin multiplies each entry by its coherence order. -/
theorem commFz_apply (ρ : SpinOp ι) (x y : ι → Fin 2) :
    commFz ρ x y = (order x y : ℂ) * ρ x y := by
  have h : (order x y : ℂ) =
      ∑ i, (1 / 2 - ((x i : ℕ) : ℂ)) - ∑ i, (1 / 2 - ((y i : ℕ) : ℂ)) := by
    rw [← Finset.sum_sub_distrib]
    unfold order
    push_cast
    exact Finset.sum_congr rfl fun i _ => by ring
  rw [h, commFz, Fz, Matrix.sub_apply, Matrix.diagonal_mul, Matrix.mul_diagonal]
  ring

omit [Fintype ι] [DecidableEq ι] in
/-- For Hermitian `ρ`, opposite entries multiply to the squared modulus. -/
lemma entry_mul {ρ : SpinOp ι} (hρ : ρ.IsHermitian) (x y : ι → Fin 2) :
    ρ x y * ρ y x = (‖ρ x y‖ : ℂ) ^ 2 := by
  rw [← hρ.apply y x, ← Complex.ofReal_pow, ← Complex.normSq_eq_norm_sq]
  exact Complex.mul_conj _

/-- For Hermitian `ρ`, `tr(ρ²)` is the sum of the squared moduli of the entries. -/
lemma trace_sq {ρ : SpinOp ι} (hρ : ρ.IsHermitian) :
    trace (ρ * ρ) = ((∑ x, ∑ y, ‖ρ x y‖ ^ 2 : ℝ) : ℂ) := by
  simp only [Matrix.trace, Matrix.diag_apply, Matrix.mul_apply, entry_mul hρ]
  push_cast
  rfl

/-- For Hermitian `ρ`, `-tr([Fz,ρ]²)` weights each squared entry by its order squared. -/
lemma neg_trace_commFz_sq {ρ : SpinOp ι} (hρ : ρ.IsHermitian) :
    -trace (commFz ρ * commFz ρ) =
      ((∑ x, ∑ y, (order x y : ℝ) ^ 2 * ‖ρ x y‖ ^ 2 : ℝ) : ℂ) := by
  simp only [Matrix.trace, Matrix.diag_apply, Matrix.mul_apply, commFz_apply]
  push_cast
  rw [← Finset.sum_neg_distrib]
  refine Finset.sum_congr rfl fun x _ => ?_
  rw [← Finset.sum_neg_distrib]
  refine Finset.sum_congr rfl fun y _ => ?_
  rw [order_swap x y]
  push_cast
  linear_combination (order x y : ℂ) ^ 2 * entry_mul hρ x y
```

Exchanging the sums leaves, for each entry, a sum over $q$ with one surviving term. The range from $-N$ to $N$, with $N$ the number of spins, contains every possible order.

```lean
/-- For Hermitian `ρ`, `-tr([Fz,ρ]²)` is the second moment of the multiple-quantum spectrum. -/
theorem second_moment {ρ : SpinOp ι} (hρ : ρ.IsHermitian) :
    -trace (commFz ρ * commFz ρ) =
      ((∑ q ∈ Finset.Icc (-(Fintype.card ι : ℤ)) (Fintype.card ι),
        (q : ℝ) ^ 2 * mqIntensity q ρ : ℝ) : ℂ) := by
  rw [neg_trace_commFz_sq hρ, Complex.ofReal_inj]
  symm
  simp only [mqIntensity, Finset.mul_sum]
  refine Finset.sum_comm.trans (Finset.sum_congr rfl fun x _ =>
    Finset.sum_comm.trans (Finset.sum_congr rfl fun y _ => ?_))
  -- each entry belongs to exactly one order
  rw [Finset.sum_eq_single (order x y)]
  · simp [coherencePart]
  · intro q _ hq
    simp [coherencePart, hq.symm]
  · intro h
    have hb : |order x y| ≤ (Fintype.card ι : ℤ) :=
      abs_order_le (S := Finset.univ) fun i hi => absurd (Finset.mem_univ i) hi
    exact absurd (Finset.mem_Icc.mpr (abs_le.mp hb)) h
```

## The bound and the cluster it detects

Lean's traces are complex, so the inequality compares real parts; for Hermitian `ρ` both traces are real. Neither positivity nor unit trace is assumed, so the bound also applies to a density operator with its identity part removed. The removal leaves the second moment unchanged and lowers $\mathrm{tr}(\rho^2)$. The proof compares the two sums term by term, using the vanishing theorem for nonzero entries.

```lean
/-- If a Hermitian `ρ` combines product operators with at most `k` non-identity factors,
then `-tr([Fz,ρ]²) ≤ k² tr(ρ²)`. -/
theorem second_moment_le {k : ℕ} {ρ : SpinOp ι} (hH : ρ.IsHermitian)
    (hρ : ρ ∈ clusterSpace k) :
    (-trace (commFz ρ * commFz ρ)).re ≤ (k : ℝ) ^ 2 * (trace (ρ * ρ)).re := by
  rw [neg_trace_commFz_sq hH, trace_sq hH, Complex.ofReal_re, Complex.ofReal_re]
  simp only [Finset.mul_sum]
  refine Finset.sum_le_sum fun x _ => Finset.sum_le_sum fun y _ => ?_
  by_cases h : ρ x y = 0
  · simp [h]
  · have ho : |order x y| ≤ (k : ℤ) := by
      by_contra hk
      have h0 := congrFun (congrFun (coherencePart_eq_zero hρ (not_le.mp hk)) x) y
      exact h (by simpa [coherencePart] using h0)
    have hr : |(order x y : ℝ)| ≤ (k : ℝ) := by exact_mod_cast ho
    have hs := sq_le_sq' (abs_le.mp hr).1 (abs_le.mp hr).2
    exact mul_le_mul_of_nonneg_right hs (sq_nonneg _)
```

The contrapositive applies to any given finite expansion: if all its terms were small, `ρ` would lie in the cluster space and obey the bound.

```lean
omit [DecidableEq ι] in
/-- A product operator with at most `k` non-identity factors lies in the cluster space. -/
lemma productOp_mem {k : ℕ} {A : ι → Matrix (Fin 2) (Fin 2) ℂ} (hA : AtMost k A) :
    productOp A ∈ clusterSpace k :=
  Submodule.subset_span ⟨A, hA, rfl⟩

/-- If a Hermitian linear combination `ρ` of product operators has `-tr([Fz,ρ]²) > k² tr(ρ²)`, then
some term has more than `k` non-identity factors. -/
theorem exists_large_cluster {J : Type*} (s : Finset J) (c : J → ℂ)
    (A : J → ι → Matrix (Fin 2) (Fin 2) ℂ) {ρ : SpinOp ι} (hH : ρ.IsHermitian)
    (hρ : ρ = ∑ j ∈ s, c j • productOp (A j)) {k : ℕ}
    (h : (k : ℝ) ^ 2 * (trace (ρ * ρ)).re < (-trace (commFz ρ * commFz ρ)).re) :
    ∃ j ∈ s, ¬ AtMost k (A j) := by
  by_contra hc
  have hm : ρ ∈ clusterSpace k := by
    rw [hρ]
    refine Submodule.sum_mem _ fun j hj => Submodule.smul_mem _ _ (productOp_mem ?_)
    by_contra hn
    exact hc ⟨j, hj, hn⟩
  exact not_le_of_gt h (second_moment_le hH hm)
```

This is only a lower bound: a product of the z spin operators of many spins is diagonal and has zero second moment.

## Equality for a collective flip

With up as 0, the raising matrix has its single nonzero entry at row 0, column 1, so each spin in `S` contributes $+1$ to the order.

```lean
/-- One-spin factors: the raising operator on the spins in `S`, the identity elsewhere. -/
def raiseOn (S : Finset ι) : ι → Matrix (Fin 2) (Fin 2) ℂ :=
  fun i => if i ∈ S then !![0, 1; 0, 0] else 1

/-- Raising all spins in `S` at once, plus the adjoint. -/
def collectiveFlip (S : Finset ι) : SpinOp ι :=
  productOp (raiseOn S) + (productOp (raiseOn S))ᴴ

/-- Raising all spins in `S` is a pure coherence of order `|S|`. -/
lemma raise_order {S : Finset ι} {x y : ι → Fin 2} (h : productOp (raiseOn S) x y ≠ 0) :
    order x y = (S.card : ℤ) := by
  have hf : ∀ i, raiseOn S i (x i) (y i) ≠ 0 := fun i h0 =>
    h (Finset.prod_eq_zero (f := fun j => raiseOn S j (x j) (y j)) (Finset.mem_univ i) h0)
  have hR : ∀ a b : Fin 2, (!![0, 1; 0, 0] : Matrix (Fin 2) (Fin 2) ℂ) a b ≠ 0 →
      ((b : ℕ) : ℤ) - ((a : ℕ) : ℤ) = 1 := by
    intro a b
    fin_cases a <;> fin_cases b <;> simp
  have hag : ∀ i, i ∉ S → x i = y i := by
    intro i hi
    by_contra hne
    exact hf i (by rw [raiseOn, if_neg hi, Matrix.one_apply_ne hne])
  rw [order_eq_sum hag, Finset.sum_congr rfl fun i hi =>
    hR (x i) (y i) (by have h1 := hf i; rwa [raiseOn, if_pos hi] at h1)]
  simp
```

The last theorem checks four properties: Hermiticity, membership in the cluster space, being nonzero, and equality. For the third, it examines the entry between "all up" and "`S` down", treating empty `S` separately. For the fourth, it shows that each nonzero entry has squared order $|S|^2$.

```lean
/-- The bound is sharp for every cluster `S`: the collective flip of `S` is Hermitian, nonzero,
built from product operators with at most `|S|` non-identity factors, and attains equality. -/
theorem second_moment_sharp (S : Finset ι) :
    (collectiveFlip S).IsHermitian ∧ collectiveFlip S ∈ clusterSpace S.card ∧
    collectiveFlip S ≠ 0 ∧
    (-trace (commFz (collectiveFlip S) * commFz (collectiveFlip S))).re =
      (S.card : ℝ) ^ 2 * (trace (collectiveFlip S * collectiveFlip S)).re := by
  have hH : (collectiveFlip S).IsHermitian := by
    simp [Matrix.IsHermitian, collectiveFlip, Matrix.conjTranspose_add, add_comm]
  refine ⟨hH, ?_, ?_, ?_⟩
  · have hadj : (productOp (raiseOn S))ᴴ = productOp fun i => (raiseOn S i)ᴴ := by
      ext x y
      exact map_prod (starRingEnd ℂ) (fun i => raiseOn S i (y i) (x i)) Finset.univ
    rw [collectiveFlip, hadj]
    exact Submodule.add_mem _
      (productOp_mem ⟨S, le_rfl, fun i hi => by simp [raiseOn, hi]⟩)
      (productOp_mem ⟨S, le_rfl, fun i hi => by simp [raiseOn, hi]⟩)
  · intro h0
    -- the entry between "all up" and "S down"
    obtain ⟨x, y, hP, hE⟩ : ∃ x y : ι → Fin 2, productOp (raiseOn S) x y = 1 ∧
        (S = ∅ → productOp (raiseOn S) y x = 1) := by
      refine ⟨fun _ => 0, fun i => if i ∈ S then 1 else 0,
        Finset.prod_eq_one fun i _ => ?_, fun h => ?_⟩
      · change raiseOn S i 0 (if i ∈ S then 1 else 0) = 1
        by_cases hi : i ∈ S
        · rw [if_pos hi, show raiseOn S i = !![0, 1; 0, 0] from if_pos hi]
          simp
        · rw [if_neg hi, show raiseOn S i = 1 from if_neg hi, Matrix.one_apply_eq]
      · refine Finset.prod_eq_one fun i _ => ?_
        have hi : i ∉ S := by simp [h]
        change raiseOn S i (if i ∈ S then 1 else 0) 0 = 1
        rw [if_neg hi, show raiseOn S i = 1 from if_neg hi, Matrix.one_apply_eq]
    have h1 : productOp (raiseOn S) x y + star (productOp (raiseOn S) y x) = 0 :=
      congrFun (congrFun h0 x) y
    have h2 : productOp (raiseOn S) y x ≠ 0 := by
      intro h
      rw [hP, h] at h1
      simp at h1
    have h3 := raise_order h2
    have h4 := raise_order (S := S) (x := x) (y := y) (by rw [hP]; exact one_ne_zero)
    rw [order_swap x y] at h3
    have hS : S = ∅ := Finset.card_eq_zero.mp (by omega)
    rw [hP, hE hS, star_one] at h1
    norm_num at h1
  · rw [neg_trace_commFz_sq hH, trace_sq hH, Complex.ofReal_re, Complex.ofReal_re]
    simp only [Finset.mul_sum]
    refine Finset.sum_congr rfl fun x _ => Finset.sum_congr rfl fun y _ => ?_
    by_cases h : collectiveFlip S x y = 0
    · simp [h]
    · -- every nonzero entry has order |S| or -|S|
      have ho : order x y = (S.card : ℤ) ∨ order x y = -(S.card : ℤ) := by
        by_cases hp : productOp (raiseOn S) x y = 0
        · right
          have hq : productOp (raiseOn S) y x ≠ 0 := fun hq => h (by
            change productOp (raiseOn S) x y + star (productOp (raiseOn S) y x) = 0
            rw [hp, hq, star_zero, add_zero])
          have h5 := raise_order hq
          rw [order_swap x y] at h5
          omega
        · exact Or.inl (raise_order hp)
      have hs : (order x y : ℝ) ^ 2 = (S.card : ℝ) ^ 2 := by
        rcases ho with ho | ho <;> rw [ho] <;> push_cast <;> ring
      rw [hs]

end

end MultipleQuantumCluster
```
```lean
#print axioms MultipleQuantumCluster.second_moment
#print axioms MultipleQuantumCluster.exists_large_cluster
#print axioms MultipleQuantumCluster.second_moment_sharp
```

```
'MultipleQuantumCluster.second_moment' depends on axioms: [propext, Classical.choice, Quot.sound]
'MultipleQuantumCluster.exists_large_cluster' depends on axioms: [propext, Classical.choice, Quot.sound]
'MultipleQuantumCluster.second_moment_sharp' depends on axioms: [propext, Classical.choice, Quot.sound]
```
